# A real square matrix has a complete real eigenbasis exactly when it is symmetric in a positive definite metric

Let $M$ be the real matrix of the coupled-cluster Hamiltonian $e^{-T}He^{T}$ in a finite, truncated excitation space, where $H$ is the Hamiltonian and $T$ the cluster operator. $M$ is generally not symmetric, so real equation-of-motion energies and a complete set of states are not guaranteed. The question is when $M$ has both.

An eigenbasis here is a real invertible $P$ with $MP=PD$, where $D=\mathrm{diag}(d)$ is real: its columns are right eigenvectors and the $d_i$ are energies. A metric is a real symmetric $G$ with $x^TGx>0$ for all real $x\neq0$; it need not be the overlap matrix of the basis in which $M$ is written. $M$ is symmetric in $G$ when $GM=M^TG$, that is, $(Mx)^TGy=x^TG(My)$ for all $x,y$.

In Lean, the finite type `n` labels the basis, `IsUnit P` means that $P$ is invertible, and `*ᵥ` and `⬝ᵥ` are the matrix–vector and dot products. The matrix $M$ is arbitrary; whether a particular coupled-cluster matrix meets either condition must be established separately.

```lean
import Mathlib

open Matrix

namespace HermitianInAMetric

variable {n : Type*} [Fintype n] [DecidableEq n]

/-- The columns of the invertible matrix `P` are a complete set of real right eigenvectors
of `M`, with real eigenvalues `d`. -/
def IsEigenbasis (M P : Matrix n n ℝ) (d : n → ℝ) : Prop :=
  IsUnit P ∧ M * P = P * diagonal d

/-- A metric is a real symmetric positive definite matrix. -/
def IsMetric (G : Matrix n n ℝ) : Prop :=
  Gᵀ = G ∧ ∀ x : n → ℝ, x ≠ 0 → 0 < x ⬝ᵥ G *ᵥ x
```

## Positivity: every state has a positive squared norm

For invertible $P$ and $x\neq0$, we have $Px\neq0$, hence
$$x^T(P^TGP)x=(Px)^TG(Px)>0.$$
So a change of basis preserves metrics. For $\mathrm{diag}(w)$ the form is $\sum_i w_ix_i^2$, which is positive for all $x\neq0$ exactly when every $w_i>0$; unit vectors give one direction.

```lean
omit [DecidableEq n] in
/-- The quadratic form of `Pᵀ G P` at `x` is that of `G` at `P x`. -/
theorem quadratic_form_change_basis (G P : Matrix n n ℝ) (x : n → ℝ) :
    x ⬝ᵥ (Pᵀ * G * P) *ᵥ x = (P *ᵥ x) ⬝ᵥ G *ᵥ (P *ᵥ x) := by
  rw [← Matrix.mulVec_mulVec, ← Matrix.mulVec_mulVec, Matrix.dotProduct_mulVec x,
    Matrix.vecMul_transpose]

/-- A metric stays a metric under an invertible change of basis. -/
theorem IsMetric.change_basis {G P : Matrix n n ℝ} (hG : IsMetric G) (hP : IsUnit P) :
    IsMetric (Pᵀ * G * P) := by
  obtain ⟨Q, -, hQP⟩ := isUnit_iff_exists.mp hP
  refine ⟨by simp only [transpose_mul, transpose_transpose, hG.1, Matrix.mul_assoc], ?_⟩
  intro x hx
  rw [quadratic_form_change_basis]
  refine hG.2 _ fun h => hx ?_
  -- an invertible matrix sends no nonzero vector to zero
  calc x = (Q * P) *ᵥ x := by rw [hQP, Matrix.one_mulVec]
    _ = 0 := by rw [← Matrix.mulVec_mulVec, h, Matrix.mulVec_zero]

/-- A diagonal matrix is a metric exactly when all its diagonal entries are positive. -/
theorem isMetric_diagonal_iff (w : n → ℝ) : IsMetric (diagonal w) ↔ ∀ i, 0 < w i := by
  constructor
  · intro h i
    simpa using h.2 (Pi.single i 1) (by simp)
  · intro hw
    refine ⟨diagonal_transpose w, fun x hx => ?_⟩
    obtain ⟨i, hi⟩ := Function.ne_iff.mp hx
    have hi' : x i ≠ 0 := hi
    have hterm : ∀ j, x j * (w j * x j) = w j * x j ^ 2 := fun j => by ring
    simp only [dotProduct, mulVec_diagonal, hterm]
    exact Finset.sum_pos' (fun j _ => mul_nonneg (hw j).le (sq_nonneg _))
      ⟨i, Finset.mem_univ i, mul_pos (hw i) (by positivity)⟩
```

The spectral theorem gives $U^TU=1$ and $GU=U\,\mathrm{diag}(g)$, so $U^TGU=\mathrm{diag}(g)$ and every $g_i>0$. Positivity permits the rescaling $X=U\,\mathrm{diag}(g_i^{-1/2})$, which gives $X^TGX=1$. Lean takes the orthonormal eigenvectors from Mathlib; its `d` in `IsMetric.orthonormal_basis` is $g$ here.

```lean
/-- A real symmetric matrix has an orthonormal basis of real eigenvectors. -/
theorem symmetric_eigenbasis {A : Matrix n n ℝ} (hA : Aᵀ = A) :
    ∃ (U : Matrix n n ℝ) (d : n → ℝ), Uᵀ * U = 1 ∧ A * U = U * diagonal d := by
  have h : A.IsHermitian := by
    rw [Matrix.IsHermitian, conjTranspose_eq_transpose_of_trivial]
    exact hA
  refine ⟨h.eigenvectorUnitary, h.eigenvalues, ?_, ?_⟩
  · have hu := Matrix.mem_unitaryGroup_iff'.mp h.eigenvectorUnitary.2
    rwa [star_eq_conjTranspose, conjTranspose_eq_transpose_of_trivial] at hu
  · ext i j
    have hj := congrFun (h.mulVec_eigenvectorBasis j) i
    rw [mul_diagonal, Matrix.mul_apply]
    simpa [mulVec, dotProduct, h.eigenvectorUnitary_apply, mul_comm] using hj

/-- Every metric `G` admits a basis, the columns of `X`, that is orthonormal in it. -/
theorem IsMetric.orthonormal_basis {G : Matrix n n ℝ} (hG : IsMetric G) :
    ∃ X : Matrix n n ℝ, Xᵀ * G * X = 1 := by
  obtain ⟨U, d, hU, hGU⟩ := symmetric_eigenbasis hG.1
  have hD : Uᵀ * G * U = diagonal d := by
    rw [Matrix.mul_assoc, hGU, ← Matrix.mul_assoc, hU, Matrix.one_mul]
  have hunit : IsUnit U := isUnit_iff_exists.mpr ⟨Uᵀ, mul_eq_one_comm.mp hU, hU⟩
  have hd : ∀ i, 0 < d i := (isMetric_diagonal_iff d).mp (hD ▸ hG.change_basis hunit)
  -- divide each eigenvector of the metric by the root of its eigenvalue
  let s : n → ℝ := fun i => (√(d i))⁻¹
  refine ⟨U * diagonal s, ?_⟩
  calc (U * diagonal s)ᵀ * G * (U * diagonal s)
      = diagonal s * (Uᵀ * G * U) * diagonal s := by
        simp only [transpose_mul, diagonal_transpose, Matrix.mul_assoc]
    _ = diagonal (fun i => s i * d i * s i) := by
        rw [hD, diagonal_mul_diagonal, diagonal_mul_diagonal]
    _ = diagonal (fun _ => 1) := by
        refine congrArg diagonal (funext fun i => ?_)
        have hne : √(d i) ≠ 0 := (Real.sqrt_pos.mpr (hd i)).ne'
        calc (√(d i))⁻¹ * d i * (√(d i))⁻¹
            = (√(d i))⁻¹ * (√(d i) * √(d i)) * (√(d i))⁻¹ := by
              rw [Real.mul_self_sqrt (hd i).le]
          _ = 1 := by field_simp
    _ = 1 := diagonal_one
```

## Symmetry in the metric: $GM=M^TG$

Since $(GM)^T=M^TG=GM$, the matrix $A=X^TGMX$ is symmetric. For square matrices $X^TGX=1$ also gives $XX^TG=1$, so $MX=XX^TGMX=XA$. Diagonalise $AV=VD$ with $V^TV=1$ and set $P=XV$. Then
$$MP=XAV=XVD=PD,\qquad P^TGP=V^TV=1.$$
The second equation also makes $P$ invertible. In the proof, `hA` is the symmetry of $A$ and `hMX` is $MX=XA$.

Without this relation a metric says nothing about $M$: $G=1$ is a metric whatever $M$ is.

```lean
/-- If `M` is symmetric in the metric `G`, it has a complete real eigenbasis that is
orthonormal in `G`. -/
theorem orthonormal_eigenbasis {G M : Matrix n n ℝ} (hG : IsMetric G)
    (hM : G * M = Mᵀ * G) :
    ∃ (P : Matrix n n ℝ) (d : n → ℝ), IsEigenbasis M P d ∧ Pᵀ * G * P = 1 := by
  obtain ⟨X, hX⟩ := hG.orthonormal_basis
  have hX' : X * (Xᵀ * G) = 1 := mul_eq_one_comm.mp hX
  -- in the orthonormal basis `X` the matrix `M` becomes symmetric
  have hA : (Xᵀ * (G * M) * X)ᵀ = Xᵀ * (G * M) * X := by
    have hT : (G * M)ᵀ = G * M := by rw [transpose_mul, hG.1, hM]
    rw [transpose_mul, transpose_mul, transpose_transpose, hT]
    simp only [Matrix.mul_assoc]
  obtain ⟨V, d, hV, hAV⟩ := symmetric_eigenbasis hA
  have hMX : M * X = X * (Xᵀ * (G * M) * X) := by
    calc M * X = (X * (Xᵀ * G)) * (M * X) := by rw [hX', Matrix.one_mul]
      _ = X * (Xᵀ * (G * M) * X) := by simp only [Matrix.mul_assoc]
  have hP : (X * V)ᵀ * G * (X * V) = 1 := by
    calc (X * V)ᵀ * G * (X * V) = Vᵀ * (Xᵀ * G * X) * V := by
          simp only [transpose_mul, Matrix.mul_assoc]
      _ = 1 := by rw [hX, Matrix.mul_one, hV]
  refine ⟨X * V, d, ⟨isUnit_iff_exists.mpr ⟨_, mul_eq_one_comm.mp hP, hP⟩, ?_⟩, hP⟩
  rw [← Matrix.mul_assoc, hMX, Matrix.mul_assoc, hAV, ← Matrix.mul_assoc]
```

## Completeness: as many independent states as dimensions

Conversely, let $P$ be an eigenbasis and $P^TGP=W=\mathrm{diag}(w)$ with every $w_i>0$. Then
$$P^TGMP=WD,\qquad P^TM^TGP=(MP)^TGP=DW.$$
Diagonal matrices commute, so the two agree, and invertibility of $P$ gives $GM=M^TG$. With $Q=P^{-1}$, $G=Q^TWQ$ is a metric by the change of basis. In Lean, `back` removes the outer factors $P^T$ and $P$.

```lean
/-- Let `P` be a real eigenbasis of `M`. If `Pᵀ G P` is diagonal with positive entries, then
`G` is a metric and `M` is symmetric in it. -/
theorem metric_of_weights {M P G : Matrix n n ℝ} {d w : n → ℝ} (h : IsEigenbasis M P d)
    (hw : ∀ i, 0 < w i) (hG : Pᵀ * G * P = diagonal w) :
    IsMetric G ∧ G * M = Mᵀ * G := by
  obtain ⟨Q, hPQ, hQP⟩ := isUnit_iff_exists.mp h.1
  have hT : Qᵀ * Pᵀ = 1 := by rw [← transpose_mul, hPQ, transpose_one]
  have back : ∀ A : Matrix n n ℝ, Qᵀ * (Pᵀ * A * P) * Q = A := fun A => by
    calc Qᵀ * (Pᵀ * A * P) * Q = (Qᵀ * Pᵀ) * A * (P * Q) := by
          simp only [Matrix.mul_assoc]
      _ = A := by rw [hT, hPQ, Matrix.one_mul, Matrix.mul_one]
  constructor
  · rw [← back G, hG]
    exact ((isMetric_diagonal_iff w).mpr hw).change_basis
      (isUnit_iff_exists.mpr ⟨P, hQP, hPQ⟩)
  · -- in the eigenbasis both sides are products of the same two diagonal matrices
    have h1 : Pᵀ * (G * M) * P = diagonal w * diagonal d := by
      calc Pᵀ * (G * M) * P = Pᵀ * G * (M * P) := by simp only [Matrix.mul_assoc]
        _ = (Pᵀ * G * P) * diagonal d := by rw [h.2]; simp only [Matrix.mul_assoc]
        _ = diagonal w * diagonal d := by rw [hG]
    have h2 : Pᵀ * (Mᵀ * G) * P = diagonal d * diagonal w := by
      calc Pᵀ * (Mᵀ * G) * P = (M * P)ᵀ * G * P := by
            simp only [transpose_mul, Matrix.mul_assoc]
        _ = diagonal d * (Pᵀ * G * P) := by
            rw [h.2]; simp only [transpose_mul, diagonal_transpose, Matrix.mul_assoc]
        _ = diagonal d * diagonal w := by rw [hG]
    have h3 : diagonal w * diagonal d = diagonal d * diagonal w := by
      simp only [diagonal_mul_diagonal, mul_comm]
    rw [← back (G * M), ← back (Mᵀ * G), h1, h2, h3]
```

Unit weights give $G=Q^TQ$, built from the left eigenvectors in the rows of $Q$. With the previous result this proves the equivalence.

```lean
/-- A real square matrix has a complete real eigenbasis if and only if it is symmetric in
some metric. -/
theorem diagonalizable_iff_symmetric_in_metric (M : Matrix n n ℝ) :
    (∃ P d, IsEigenbasis M P d) ↔ ∃ G, IsMetric G ∧ G * M = Mᵀ * G := by
  constructor
  · rintro ⟨P, d, h⟩
    obtain ⟨Q, -, hQP⟩ := isUnit_iff_exists.mp h.1
    -- the metric in which the eigenvectors are orthonormal
    refine ⟨Qᵀ * Q, metric_of_weights (w := fun _ => 1) h (fun _ => one_pos) ?_⟩
    calc Pᵀ * (Qᵀ * Q) * P = (Q * P)ᵀ * (Q * P) := by
          simp only [transpose_mul, Matrix.mul_assoc]
      _ = diagonal (fun _ => 1) := by
          rw [hQP, transpose_one, Matrix.one_mul, diagonal_one]
  · rintro ⟨G, hG, hM⟩
    obtain ⟨P, d, h, -⟩ := orthonormal_eigenbasis hG hM
    exact ⟨P, d, h⟩
```

A real spectrum alone is not enough. The matrix $\begin{pmatrix}0&1\\0&0\end{pmatrix}$ has only the eigenvalue 0 but one independent eigenvector, and $GM=M^TG$ forces $G_{11}=0$, which no metric allows.

## Distinct energies: one free weight per state

Let $M$ be symmetric in the metric $G$, and now write $W=P^TGP$ without assuming it diagonal. The same computation gives $WD=DW$, or $(d_j-d_i)W_{ij}=0$. If the energies are distinct (`Function.Injective d`), $W$ is diagonal, and its entries are positive because $W$ is a metric. The weight $w_i$ is the squared $G$-norm of state $i$.

```lean
/-- Let `M` have a real eigenbasis `P` with distinct eigenvalues. Then `G` is a metric in which
`M` is symmetric exactly when `Pᵀ G P` is diagonal with positive entries. -/
theorem metric_iff_weights {M P : Matrix n n ℝ} {d : n → ℝ} (h : IsEigenbasis M P d)
    (hd : Function.Injective d) (G : Matrix n n ℝ) :
    (IsMetric G ∧ G * M = Mᵀ * G) ↔
      ∃ w : n → ℝ, (∀ i, 0 < w i) ∧ Pᵀ * G * P = diagonal w := by
  constructor
  · rintro ⟨hG, hM⟩
    have hcomm : (Pᵀ * G * P) * diagonal d = diagonal d * (Pᵀ * G * P) := by
      calc (Pᵀ * G * P) * diagonal d = Pᵀ * G * (M * P) := by
            rw [h.2]; simp only [Matrix.mul_assoc]
        _ = Pᵀ * (G * M) * P := by simp only [Matrix.mul_assoc]
        _ = (M * P)ᵀ * G * P := by
            rw [hM]; simp only [transpose_mul, Matrix.mul_assoc]
        _ = diagonal d * (Pᵀ * G * P) := by
            rw [h.2]; simp only [transpose_mul, diagonal_transpose, Matrix.mul_assoc]
    -- states of different energy are orthogonal in the metric
    have hW : Pᵀ * G * P = diagonal (fun i => (Pᵀ * G * P) i i) := by
      ext i j
      by_cases hij : i = j
      · subst hij
        rw [diagonal_apply_eq]
      · rw [diagonal_apply_ne _ hij]
        have e := congrFun (congrFun hcomm i) j
        rw [mul_diagonal, diagonal_mul] at e
        have hne : d j - d i ≠ 0 := sub_ne_zero.mpr fun hji => hij (hd hji).symm
        refine (mul_eq_zero.mp ?_).resolve_left hne
        linear_combination e
    refine ⟨_, (isMetric_diagonal_iff _).mp ?_, hW⟩
    rw [← hW]
    exact hG.change_basis h.1
  · rintro ⟨w, hw, hG⟩
    exact metric_of_weights h hw hG
```

With degenerate energies there can be more freedom: for $M=P=1$ in two dimensions, $G=\begin{pmatrix}2&1\\1&2\end{pmatrix}$ is admissible but not diagonal. For a $1\times1$ matrix, every positive number is an admissible metric.

## An indefinite form admits complex energies

If $G$ is only symmetric and invertible, the conclusion can fail. For $G=\mathrm{diag}(1,-1)$ and $M=\begin{pmatrix}0&1\\-1&0\end{pmatrix}$, $GM=M^TG$ holds, but the eigenvalues are $\pm i$. A real eigenvector $(p,q)^T$ with eigenvalue $\lambda$ would need $q=\lambda p$ and $-p=\lambda q$, so $p(1+\lambda^2)=0$ and $p=q=0$. Lean applies this to the first column of $P$, contradicting invertibility.

```lean
/-- Positivity of the metric cannot be dropped: `[[0,1],[-1,0]]` is symmetric in the invertible
indefinite form `diag(1,-1)`, but has no real eigenbasis. -/
theorem indefinite_form_not_enough :
    let G : Matrix (Fin 2) (Fin 2) ℝ := !![1, 0; 0, -1]
    let M : Matrix (Fin 2) (Fin 2) ℝ := !![0, 1; -1, 0]
    Gᵀ = G ∧ G * G = 1 ∧ G * M = Mᵀ * G ∧ ¬ ∃ P d, IsEigenbasis M P d := by
  intro G M
  refine ⟨?_, ?_, ?_, ?_⟩
  · ext i j; fin_cases i <;> fin_cases j <;> simp [G]
  · ext i j; fin_cases i <;> fin_cases j <;> simp [G, Matrix.mul_apply, Fin.sum_univ_two]
  · ext i j; fin_cases i <;> fin_cases j <;> simp [G, M, Matrix.mul_apply, Fin.sum_univ_two]
  · rintro ⟨P, d, hP, h⟩
    obtain ⟨Q, -, hQP⟩ := isUnit_iff_exists.mp hP
    have h0 : P 1 0 = P 0 0 * d 0 := by
      have e := congrFun (congrFun h 0) 0
      rw [mul_diagonal] at e
      simpa [M, Matrix.mul_apply, Fin.sum_univ_two] using e
    have h1 : -P 0 0 = P 1 0 * d 0 := by
      have e := congrFun (congrFun h 1) 0
      rw [mul_diagonal] at e
      simpa [M, Matrix.mul_apply, Fin.sum_univ_two] using e
    -- the first eigenvector would have to vanish
    have hz : P 0 0 * (1 + d 0 ^ 2) = 0 := by linear_combination -h1 - d 0 * h0
    have hp : P 0 0 = 0 := (mul_eq_zero.mp hz).resolve_right (by positivity)
    have hq : P 1 0 = 0 := by rw [h0, hp, zero_mul]
    have e := congrFun (congrFun hQP 0) 0
    rw [Matrix.mul_apply, Fin.sum_univ_two, hp, hq] at e
    simp at e

end HermitianInAMetric
```

```lean
#print axioms HermitianInAMetric.diagonalizable_iff_symmetric_in_metric
-- 'HermitianInAMetric.diagonalizable_iff_symmetric_in_metric' depends on axioms: [propext, Classical.choice, Quot.sound]
#print axioms HermitianInAMetric.metric_iff_weights
-- 'HermitianInAMetric.metric_iff_weights' depends on axioms: [propext, Classical.choice, Quot.sound]
#print axioms HermitianInAMetric.indefinite_form_not_enough
-- 'HermitianInAMetric.indefinite_form_not_enough' depends on axioms: [propext, Classical.choice, Quot.sound]
```
